# Gibbs-weighted traces of products of commuting stabilisers

The theorem `trace_exp_mul_stabProd` concerns commuting d × d complex matrices S_k that square to the identity, where the product over any non-empty finite set of labels has zero trace. For a real number b and finite label sets U and A, it evaluates the trace of exp(b Σ_{k∈U} S_k) times the product of the S_k over A. The result is d cosh(b)^|U| tanh(b)^|A| if A ⊆ U, and zero otherwise. The statement does not assume the S_k Hermitian. When they are, and b ≥ 0, the exponential is the unnormalised Gibbs weight of the Hamiltonian −Σ_{k∈U} S_k (unit couplings) at inverse temperature b, and the case of empty A gives its trace d cosh(b)^|U|. The attempt is by induction on U. It splits off one stabiliser's exponential as cosh b · 1 + sinh b · S_a and asks whether the new label a already belongs to A.

This version doesn't compile in Lean 4 with Mathlib:

```lean
import Mathlib

open Matrix

namespace StabiliserGibbs

noncomputable section

variable {ι n : Type*} [Fintype ι] [DecidableEq ι] [Fintype n] [DecidableEq n]

/-- The product of the commuting stabilisers `S k` over a subset `A` of labels. -/
def stabProd (S : ι → Matrix n n ℂ) (hc : ∀ i j, Commute (S i) (S j))
    (A : Finset ι) : Matrix n n ℂ :=
  A.noncommProd S (fun i _ j _ _ => hc i j)

/-- The exponential of a multiple of an involution is `cosh z + sinh z S`. -/
theorem exp_smul_involution {S : Matrix n n ℂ} (hS : S * S = 1) (z : ℂ) :
    NormedSpace.exp (z • S) = Complex.cosh z • (1 : Matrix n n ℂ) + Complex.sinh z • S := by
  have hz : ∀ w : ℂ, HasSum (fun k : ℕ => w ^ k / (k.factorial : ℂ)) (Complex.exp w) := by
    intro w
    rw [Complex.exp_eq_exp_ℂ]
    apply NormedSpace.expSeries_div_hasSum_exp
  -- powers of S in terms of its two spectral projectors
  have hpow : ∀ k : ℕ, S ^ k = (1 / 2 : ℂ) • (1 + S) + ((-1) ^ k * (1 / 2) : ℂ) • (1 - S) := by
    intro k
    induction k with
    | zero => rw [pow_zero, pow_zero]; module
    | succ k ih =>
      rw [pow_succ, ih, add_mul, smul_mul_assoc, smul_mul_assoc, add_mul, sub_mul, one_mul,
        hS, pow_succ]
      module
  have h := ((hz z).smul_const ((1 / 2 : ℂ) • (1 + S))).add
    ((hz (-z)).smul_const ((1 / 2 : ℂ) • (1 - S)))
  have e : (fun k : ℕ => (k.factorial : ℂ)⁻¹ • (z • S) ^ k) = fun k : ℕ =>
      (z ^ k / (k.factorial : ℂ)) • ((1 / 2 : ℂ) • (1 + S)) +
      ((-z) ^ k / (k.factorial : ℂ)) • ((1 / 2 : ℂ) • (1 - S)) := by
    funext k
    rw [smul_pow, hpow, neg_pow z k]
    module
  rw [NormedSpace.exp_eq_tsum (𝕂 := ℂ)]
  change (∑' k : ℕ, (k.factorial : ℂ)⁻¹ • (z • S) ^ k) = _
  rw [e]
  refine h.tsum_eq.trans ?_
  rw [Complex.cosh, Complex.sinh]
  module

omit [Fintype ι] [DecidableEq ι] in
/-- The product over the empty set of stabilisers is the identity. -/
theorem stabProd_empty (S : ι → Matrix n n ℂ) (hc : ∀ i j, Commute (S i) (S j)) :
    stabProd S hc ∅ = 1 :=
  Finset.noncommProd_empty _ _

omit [Fintype ι] in
/-- Adding a new label to a subset multiplies its product by the new stabiliser. -/
theorem stabProd_insert (S : ι → Matrix n n ℂ) (hc : ∀ i j, Commute (S i) (S j))
    {a : ι} {A : Finset ι} (ha : a ∉ A) :
    stabProd S hc (insert a A) = S a * stabProd S hc A :=
  Finset.noncommProd_insert_of_notMem _ _ _ _ ha

omit [Fintype ι] in
/-- With only the stabilisers in `U` switched on, the Gibbs-weighted trace of the product over
`A` is `d cosh(b)^|U| tanh(b)^|A|` if `A ⊆ U`, and zero otherwise. -/
theorem trace_exp_mul_stabProd (S : ι → Matrix n n ℂ) (hc : ∀ i j, Commute (S i) (S j))
    (hsq : ∀ k, S k * S k = 1)
    (htr : ∀ A : Finset ι, A.Nonempty → trace (stabProd S hc A) = 0)
    (b : ℝ) (U A : Finset ι) :
    trace (NormedSpace.exp ((b : ℂ) • ∑ k ∈ U, S k) * stabProd S hc A) =
      if A ⊆ U then (Fintype.card n : ℂ) * (Real.cosh b : ℂ) ^ U.card * (Real.tanh b : ℂ) ^ A.card
      else 0 := by
  have hs : (Real.sinh b : ℂ) = (Real.cosh b : ℂ) * (Real.tanh b : ℂ) := by
    have h0 := (Real.cosh_pos b).ne'
    have h1 : Real.sinh b = Real.cosh b * Real.tanh b := by
      rw [Real.tanh_eq_sinh_div_cosh]
      field_simp
    rw [← Complex.ofReal_mul, ← h1]
  induction U using Finset.induction_on generalizing A with
  | empty =>
    rcases A.eq_empty_or_nonempty with rfl | hA
    · simp [stabProd]
    · have hn : ¬ A ⊆ ∅ := fun h => hA.ne_empty (Finset.subset_empty.mp h)
      rw [if_neg hn, Finset.sum_empty, smul_zero, NormedSpace.exp_zero, one_mul, htr A hA]
  | insert a U ha ih =>
    have hcom : Commute ((b : ℂ) • ∑ k ∈ U, S k) ((b : ℂ) • S a) :=
      ((Commute.sum_left _ _ _ fun k _ => hc k a).smul_left _).smul_right _
    have split : ∀ (W P : Matrix n n ℂ) (c s : ℂ),
        trace (W * (c • (1 : Matrix n n ℂ) + s • S a) * P) =
          c * trace (W * P) + s * trace (W * (S a * P)) := by
      intro W P c s
      simp only [mul_add, add_mul, Matrix.trace_add, mul_smul_comm, smul_mul_assoc, mul_one,
        Matrix.trace_smul, smul_eq_mul, mul_assoc]
    rw [Finset.sum_insert ha, add_comm (S a), smul_add, Matrix.exp_add_of_commute _ _ hcom,
      exp_smul_involution (hsq a), split, ih A, ← Complex.ofReal_cosh, ← Complex.ofReal_sinh,
      hs, Finset.card_insert_of_notMem ha]
    by_cases haA : a ∈ A
    · -- the new stabiliser cancels against its partner in the product
      have h1 : S a * stabProd S hc A = stabProd S hc (A.erase a) := by
        conv_lhs => rw [← Finset.insert_erase haA]
        rw [stabProd_insert S hc (Finset.notMem_erase a A), ← mul_assoc, hsq, one_mul]
      have h2 : ¬ A ⊆ U := fun h => ha (h haA)
      have h3 : A.erase a ⊆ U ↔ A ⊆ insert a U := Finset.subset_insert_iff.symm
      rw [h1, ih, if_neg h2, ← Finset.card_erase_add_one haA]
      simp only [h3]
      split_ifs <;> ring
    · -- the new stabiliser enlarges the product, which then has no partner in U
      have h2 : ¬ insert a A ⊆ U := fun h => ha (h (Finset.mem_insert_self a A))
      have h3 : A ⊆ insert a U ↔ A ⊆ U := Finset.subset_insert_iff_of_notMem haA
      rw [← stabProd_insert S hc haA, ih, if_neg h2]
      simp only [h3]
      split_ifs <;> ring

end

end StabiliserGibbs
```

Lean reports:

```
Main.lean:79:4: error: unsolved goals
case empty.inl
ι : Type u_1
n : Type u_2
inst✝² : DecidableEq ι
inst✝¹ : Fintype n
inst✝ : DecidableEq n
S : ι → Matrix n n ℂ
hc : ∀ (i j : ι), Commute (S i) (S j)
hsq : ∀ (k : ι), S k * S k = 1
htr : ∀ (A : Finset ι), A.Nonempty → (stabProd S hc A).trace = 0
b : ℝ
hs : ↑(Real.sinh b) = ↑(Real.cosh b) * ↑(Real.tanh b)
⊢ (∅.noncommProd S ⋯).trace = ↑(Fintype.card n)
```

What went wrong. The one error is in the base case, with both U and A empty. There the exponential and the product of no stabilisers are both the identity, so the trace should be the dimension d.

The call `simp [stabProd]` reduces the exponential and the right-hand side, and unfolds `stabProd` to `∅.noncommProd S ⋯`, which it leaves standing inside the trace. The remaining goal, that this trace equals `Fintype.card n`, is true. The fact needed is `Finset.noncommProd_empty`, which the file applies to this same term without error in the proof of `stabProd_empty`.

The two uses differ in how they match. A term-mode proof is checked up to full unfolding of definitions, while `simp` matches a lemma's left side against the goal with restricted unfolding. Unfolding `stabProd` exposes the commutativity proof that `noncommProd` takes as an argument, printed as `⋯`. That proof was written as a bare function `fun i _ j _ _ => hc i j`, and it fits the expected `Set.Pairwise` statement only once that definition is unfolded. The message hides this argument, so it does not display the mismatch itself, but this proof is the only part of the product that is not shown in the lemma's form.

The repair gives `simp` the lemma `stabProd_empty` in place of the definition. Its left side `stabProd S hc ∅` matches the goal as written, so the product becomes `1` without `noncommProd` or its proof argument being exposed. The trace of the identity is then the dimension, and `simp` closes the goal.

The repair, with which the file compiles:

```diff
@@ -77,5 +77,5 @@
   | empty =>
     rcases A.eq_empty_or_nonempty with rfl | hA
-    · simp [stabProd]
+    · simp [stabProd_empty]
     · have hn : ¬ A ⊆ ∅ := fun h => hA.ne_empty (Finset.subset_empty.mp h)
       rw [if_neg hn, Finset.sum_empty, smul_zero, NormedSpace.exp_zero, one_mul, htr A hA]
```
